# A one-pole Padé fit to exact data from a causal Green's function can have its pole in the upper half-plane

An electron hops between two sites. With the on-site energy as zero and the hopping amplitude as the unit of energy, the levels lie at $1$ and $-1$, and the Green's function on one site is $G(z)=z/(z^2-1)$ at complex frequency $z$. Suppose that $G$ is known exactly at two points on the positive imaginary axis and is continued to other $z$ by the lowest-order Padé form with a pole, $a/(z-e)$. A retarded Green's function is analytic in the upper half-plane. Does the fit inherit this property?

It need not: the data at $i/2$ and $i/4$ force $e=6i/7$. The calculation below treats every pair of distinct points $is$, $it$ with $s,t>0$.

```lean
import Mathlib

open Complex

namespace NoncausalPadeFit

noncomputable section
```

## The function and the fit

The exact function is defined on the complex numbers.

```lean
/-- The Green's function `G(z) = z / (z² - 1)`. -/
def G (z : ℂ) : ℂ := z / (z ^ 2 - 1)
```

The fit has a weight $a$ and a pole $e$. Both may be any complex numbers, so neither a real energy nor a positive weight is imposed.

```lean
/-- The one-pole function `a / (z - e)` with weight `a` and pole `e`. -/
def onePole (a e z : ℂ) : ℂ := a / (z - e)
```

A fit matches at $z$ if $z\neq e$ and $a/(z-e)=G(z)$. The first condition ensures that the quotient is a genuine value of the fit.

```lean
/-- The one-pole function is regular at `z` and agrees there with `G`. -/
def Matches (a e z : ℂ) : Prop := z ≠ e ∧ onePole a e z = G z
```

## The exact function is causal

Since $z^2-1=(z-1)(z+1)$, partial fractions give, for $z\neq\pm1$,
$$G(z)=\frac{1/2}{z-1}+\frac{1/2}{z+1}.$$
This is the Lehmann form, with positive weights at real energies. In Lean, `field_simp` clears the denominators and `ring` compares the polynomials.

```lean
/-- Lehmann form of `G`: weight `1/2` at each of the energies `1` and `-1`. -/
theorem G_lehmann {z : ℂ} (h1 : z ≠ 1) (h2 : z ≠ -1) :
    G z = (1 / 2) / (z - 1) + (1 / 2) / (z + 1) := by
  have h1' : z - 1 ≠ 0 := sub_ne_zero.mpr h1
  have h2' : z + 1 ≠ 0 := fun h => h2 (eq_neg_of_add_eq_zero_left h)
  have h3 : z ^ 2 - 1 = (z - 1) * (z + 1) := by ring
  rw [G, h3]
  field_simp
  ring
```

For $\operatorname{Im}w>0$ we have $\operatorname{Im}(1/w)=-\operatorname{Im}w/|w|^2<0$. Taking $w=z-1$ and $w=z+1$, which have the same imaginary part as $z$, shows that both terms of $G$ have negative imaginary part when $\operatorname{Im}z>0$. The local statement `key` is this inequality with the weight $1/2$ included.

```lean
/-- In the upper half-plane `G` has negative imaginary part. -/
theorem G_im_neg {z : ℂ} (hz : 0 < z.im) : (G z).im < 0 := by
  -- each pole term has negative imaginary part
  have key : ∀ w : ℂ, 0 < w.im → ((1 / 2 : ℂ) / w).im < 0 := by
    intro w hw
    have hw0 : w ≠ 0 := by
      rintro rfl
      simp at hw
    have e1 : (1 / 2 : ℂ) / w = ((1 / 2 : ℝ) : ℂ) * w⁻¹ := by
      push_cast
      ring
    have hneg : -w.im / normSq w < 0 :=
      div_neg_of_neg_of_pos (by linarith) (normSq_pos.mpr hw0)
    rw [e1, im_ofReal_mul, inv_im]
    linarith
  have h1 : z ≠ 1 := by
    rintro rfl
    simp at hz
  have h2 : z ≠ -1 := by
    rintro rfl
    simp at hz
  rw [G_lehmann h1 h2, add_im]
  have k1 := key (z - 1) (by simpa using hz)
  have k2 := key (z + 1) (by simpa using hz)
  linarith
```

## Two linear equations

On the imaginary axis $G(is)=-is/(1+s^2)$. Cross-multiplying $a/(is-e)=G(is)$ gives
$$a(1+s^2)=-is(is-e)=s^2+ise .$$
The matching condition is thus linear in $a$ and $e$, together with $is\neq e$. In Lean `s` is a real number read as a complex one, and `s * I` is the point $is$. The terms in `I_sq` supply $i^2=-1$.

```lean
/-- Matching `G` at the imaginary frequency `i s` is a linear condition on the weight and
the pole, together with regularity at that point. -/
theorem matches_imag_iff (a e : ℂ) (s : ℝ) :
    Matches a e (s * I) ↔
      (s * I ≠ e ∧ a * (1 + (s : ℂ) ^ 2) = (s : ℂ) ^ 2 + s * I * e) := by
  have hs : (1 + (s : ℂ) ^ 2) ≠ 0 := by
    have h : (1 + s ^ 2 : ℝ) ≠ 0 := by positivity
    exact_mod_cast h
  have hG : G (s * I) = -(s * I) / (1 + (s : ℂ) ^ 2) := by
    have h : ((s : ℂ) * I) ^ 2 - 1 = -(1 + (s : ℂ) ^ 2) := by
      rw [mul_pow, I_sq]
      ring
    rw [G, h, div_neg, neg_div]
  unfold Matches
  refine and_congr_right fun hne => ?_
  rw [onePole, hG, div_eq_div_iff (sub_ne_zero.mpr hne) hs]
  constructor
  · intro h
    linear_combination h - (s : ℂ) ^ 2 * I_sq
  · intro h
    linear_combination h + (s : ℂ) ^ 2 * I_sq
```

Write the same equation for $t$. Multiplying the first by $t$, the second by $s$ and subtracting removes $e$:
$$(t-s)(1-st)\,a=-(t-s)\,st .$$
Multiplying instead by $1+t^2$ and $1+s^2$ and subtracting removes $a$:
$$0=(s-t)(s+t)+ie(s-t)(1-st).$$
Since $s\neq t$, the common factor can be divided out, which leaves
$$a(1-st)=-st,\qquad e(1-st)=i(s+t).$$
The multipliers in the two `linear_combination` calls are those used here, up to an overall factor $-i$ in the second.

```lean
/-- A one-pole function matching `G` at two distinct imaginary frequencies `i s` and `i t`
satisfies `a (1 - s t) = -s t` and `e (1 - s t) = i (s + t)`. -/
theorem fit_equations {a e : ℂ} {s t : ℝ} (hst : s ≠ t)
    (h1 : Matches a e (s * I)) (h2 : Matches a e (t * I)) :
    a * (1 - (s : ℂ) * t) = -((s : ℂ) * t) ∧
      e * (1 - (s : ℂ) * t) = ((s : ℂ) + t) * I := by
  have k1 := ((matches_imag_iff a e s).mp h1).2
  have k2 := ((matches_imag_iff a e t).mp h2).2
  have hd : (t : ℂ) - s ≠ 0 :=
    sub_ne_zero.mpr fun h => hst (ofReal_injective h).symm
  constructor
  · -- eliminate the pole
    refine mul_left_cancel₀ hd ?_
    linear_combination (t : ℂ) * k1 - (s : ℂ) * k2
  · -- eliminate the weight
    refine mul_left_cancel₀ hd ?_
    linear_combination (-I) * ((1 + (t : ℂ) ^ 2) * k1 - (1 + (s : ℂ) ^ 2) * k2)
      + ((t : ℂ) - s) * e * (1 - (s : ℂ) * t) * I_sq
```

## Existence and uniqueness

If $st\neq1$, the candidates are
$$a=\frac{-st}{1-st},\qquad e=\frac{i(s+t)}{1-st}.$$
They satisfy the linear equation at $is$, because
$$s^2+ise=s^2-\frac{s(s+t)}{1-st}=\frac{-st(1+s^2)}{1-st}=a(1+s^2).$$
The sampling point is not the pole: $is=e$ would give $s(1-st)=s+t$, hence $t(1+s^2)=0$, which is impossible for $t>0$.

```lean
/-- The one-pole function with weight `-s t / (1 - s t)` and pole `i (s + t) / (1 - s t)` matches
`G` at `i s` if `t > 0` and `s t ≠ 1`. -/
theorem fit_matches {s t : ℝ} (ht : 0 < t) (h : s * t ≠ 1) :
    Matches ((-(s * t) / (1 - s * t) : ℝ) : ℂ)
      (((s + t) / (1 - s * t) : ℝ) * I) (s * I) := by
  have hd : 1 - s * t ≠ 0 := sub_ne_zero.mpr h.symm
  rw [matches_imag_iff]
  constructor
  · -- the sampling point is not the pole
    intro heq
    have h1 : s = (s + t) / (1 - s * t) :=
      ofReal_injective (mul_right_cancel₀ I_ne_zero heq)
    rw [eq_div_iff hd] at h1
    have h2 : 0 < t * (1 + s ^ 2) := by positivity
    nlinarith
  · have hr : -(s * t) / (1 - s * t) * (1 + s ^ 2)
        = s ^ 2 - s * ((s + t) / (1 - s * t)) := by
      field_simp
      ring
    have hc := congrArg (fun x : ℝ => (x : ℂ)) hr
    push_cast at hc ⊢
    linear_combination hc - (s : ℂ) * (((s : ℂ) + t) / (1 - (s : ℂ) * t)) * I_sq
```

Exchanging $s$ and $t$ gives the match at $it$. With the two elimination equations, this makes the fit both existent and unique, which the theorem expresses as an equivalence for arbitrary $a$ and $e$.

```lean
/-- For distinct positive `s`, `t` with `s t ≠ 1`, exactly one one-pole function matches `G`
at `i s` and `i t`; its weight and pole are given explicitly. -/
theorem fit_iff {s t : ℝ} (hs : 0 < s) (ht : 0 < t) (hst : s ≠ t) (h : s * t ≠ 1)
    (a e : ℂ) :
    (Matches a e (s * I) ∧ Matches a e (t * I)) ↔
      (a = ((-(s * t) / (1 - s * t) : ℝ) : ℂ) ∧
        e = ((s + t) / (1 - s * t) : ℝ) * I) := by
  constructor
  · rintro ⟨h1, h2⟩
    obtain ⟨ha, he⟩ := fit_equations hst h1 h2
    have hd : 1 - (s : ℂ) * t ≠ 0 := by
      have h' : 1 - s * t ≠ 0 := sub_ne_zero.mpr h.symm
      exact_mod_cast h'
    push_cast
    exact ⟨(eq_div_iff hd).mpr ha, by rw [div_mul_eq_mul_div, eq_div_iff hd]; exact he⟩
  · rintro ⟨rfl, rfl⟩
    refine ⟨fit_matches ht h, ?_⟩
    have h2 := fit_matches (s := t) (t := s) hs (by rwa [mul_comm])
    rwa [mul_comm t s, add_comm t s] at h2
```

If $st=1$, the equation for $a$ becomes $0=-1$, so there is no fit. Indeed $G$ then takes the same nonzero value at both points, whereas a one-pole function with nonzero weight never repeats a value.

```lean
/-- If `s t = 1` with `s ≠ t`, no one-pole function matches `G` at both `i s` and `i t`. -/
theorem no_fit {s t : ℝ} (hst : s ≠ t) (h : s * t = 1) (a e : ℂ) :
    ¬ (Matches a e (s * I) ∧ Matches a e (t * I)) := by
  rintro ⟨h1, h2⟩
  have ha := (fit_equations hst h1 h2).1
  have hc : (s : ℂ) * t = 1 := by exact_mod_cast h
  rw [hc] at ha
  norm_num at ha
```

When both frequencies are large, the formulas for $a$ and $e$ give $a\to1$ and $e\to0$. The fit approaches $1/z$, the leading high-frequency tail of $G$, with its pole approaching zero from the lower half-plane; this limit is read off by hand and is not among the theorems.

## Where the pole lies

Taking imaginary parts of $e(1-st)=i(s+t)$ gives
$$(1-st)\operatorname{Im}e=s+t>0,$$
so $\operatorname{Im}e$ and $1-st$ have the same sign. The pole is in the upper half-plane exactly when $st<1$. In the proof, `pos_iff_pos_of_mul_pos` turns the positive product into this equivalence.

```lean
/-- For distinct positive `s` and `t`, the pole of a one-pole function matching `G` at `i s` and `i
t` lies in the upper half-plane exactly when `s t < 1`. -/
theorem pole_upper_iff {a e : ℂ} {s t : ℝ} (hs : 0 < s) (ht : 0 < t) (hst : s ≠ t)
    (h1 : Matches a e (s * I)) (h2 : Matches a e (t * I)) :
    0 < e.im ↔ s * t < 1 := by
  have he : e * ((1 - s * t : ℝ) : ℂ) = ((s + t : ℝ) : ℂ) * I := by
    push_cast
    exact (fit_equations hst h1 h2).2
  have him := congrArg Complex.im he
  rw [im_mul_ofReal, im_ofReal_mul, I_im, mul_one] at him
  have hp : 0 < e.im * (1 - s * t) := by
    rw [him]
    positivity
  rw [pos_iff_pos_of_mul_pos hp, sub_pos]
```

For this non-interacting two-level model, sampled at the first two fermionic Matsubara frequencies $\pi/\beta$ and $3\pi/\beta$ (with $\hbar=k_B=1$, inverse temperature $\beta$ and the chemical potential at the on-site energy, zero), the criterion reads $\beta>\sqrt3\,\pi$: the one-pole continuation is non-causal at low temperature even though the data are exact. The theorems concern this $G$ and one-pole fits only; they do not treat noisy data or Padé forms of higher order.

## The points $i/2$ and $i/4$

Here $st=1/8$ and $s+t=3/4$, so
$$a=-\frac{1/8}{7/8}=-\frac17,\qquad e=\frac{3/4}{7/8}\,i=\frac{6i}{7}.$$
The proof specialises the general equivalence and simplifies the numbers.

```lean
/-- The only one-pole function matching `G` at `i/2` and `i/4` has weight `-1/7` and
pole `6i/7`. -/
theorem noncausal_fit (a e : ℂ) :
    (Matches a e (I / 2) ∧ Matches a e (I / 4)) ↔ (a = -1 / 7 ∧ e = 6 / 7 * I) := by
  have h := fit_iff (s := 1 / 2) (t := 1 / 4) (by norm_num) (by norm_num)
    (by norm_num) (by norm_num) a e
  have e1 : ((1 / 2 : ℝ) : ℂ) * I = I / 2 := by
    push_cast
    ring
  have e2 : ((1 / 4 : ℝ) : ℂ) * I = I / 4 := by
    push_cast
    ring
  have e3 : ((-(1 / 2 * (1 / 4)) / (1 - 1 / 2 * (1 / 4)) : ℝ) : ℂ) = -1 / 7 := by
    push_cast
    norm_num
  have e4 : (((1 / 2 + 1 / 4) / (1 - 1 / 2 * (1 / 4)) : ℝ) : ℂ) = 6 / 7 := by
    push_cast
    norm_num
  rw [e1, e2, e3, e4] at h
  exact h
```

At $z=i$ the fit gives
$$\frac{-1/7}{i-6i/7}=\frac{-1/7}{i/7}=-\frac1i=i,$$
while $G(i)=-i/2$. The imaginary part of the fit therefore has the wrong sign at this point.

```lean
/-- At `z = i` the one-pole function with weight `-1/7` and pole `6i/7` takes the value `i`. -/
theorem noncausal_fit_value : onePole (-1 / 7) (6 / 7 * I) I = I := by
  have h : I - 6 / 7 * I = I / 7 := by ring
  have h0 : I / 7 ≠ 0 := div_ne_zero I_ne_zero (by norm_num)
  rw [onePole, h, div_eq_iff h0]
  linear_combination (-1 / 7 : ℂ) * I_sq

end

end NoncausalPadeFit
```

```lean
#print axioms NoncausalPadeFit.no_fit
-- 'NoncausalPadeFit.no_fit' depends on axioms: [propext, Classical.choice, Quot.sound]
#print axioms NoncausalPadeFit.pole_upper_iff
-- 'NoncausalPadeFit.pole_upper_iff' depends on axioms: [propext, Classical.choice, Quot.sound]
#print axioms NoncausalPadeFit.noncausal_fit
-- 'NoncausalPadeFit.noncausal_fit' depends on axioms: [propext, Classical.choice, Quot.sound]
#print axioms NoncausalPadeFit.noncausal_fit_value
-- 'NoncausalPadeFit.noncausal_fit_value' depends on axioms: [propext, Classical.choice, Quot.sound]
```
